# Monotonicity below resonance and the imaginary-frequency tail of a finite sum-over-states polarizability with positive gaps and nonnegative weights

To obtain a dispersion coefficient from the Casimir–Polder integral, one can tabulate two polarizabilities at imaginary frequencies $iw$ with $w\ge0$, multiply them, and estimate the part of the integral beyond the last grid point. If each polarizability is a finite, undamped sum over states with positive gaps and nonnegative weights, its values never rise along the grid, and $w^2$ times the polarizability tends, as $w\to\infty$, to a constant $S$ fixed by the gaps and weights. A rise in the table therefore signals an error, and $S/w^2$ can stand in for the polarizability far out on the axis.

## One response function, two frequency axes

The states are labelled by $k$ in a finite set, the type `ι` in the code. State $k$ has a gap $D_k$ and a weight $m_k$, both real. For a ground state $g$ these are the excitation energy and the squared transition dipole $|\mu_{kg}|^2$ along one field direction, in atomic units.

In Lean 4 with Mathlib:

```lean
import Mathlib

open Filter Topology

namespace DynamicPolarizability

noncomputable section

variable {ι : Type*} [Fintype ι]
```

The resonant and antiresonant terms of linear response combine as

$$\frac{m_k}{D_k-w}+\frac{m_k}{D_k+w}=\frac{2D_k m_k}{D_k^2-w^2}.$$

Their sum over $k$ is the polarizability $\alpha(w)$ at real frequency $w$. The code takes this sum as its definition and does not derive it from the time-dependent Schrödinger equation.

```lean
/-- The polarizability at real frequency `w`, as a sum over states with gaps `D k` and
weights `m k`; its domain is `w ^ 2 ≠ D k ^ 2` for all `k`. -/
def alpha (D m : ι → ℝ) (w : ℝ) : ℝ := ∑ k, 2 * D k * m k / (D k ^ 2 - w ^ 2)
```

Replacing $w$ by $iw$ changes $w^2$ into $-w^2$, which gives

$$\beta(w)=\sum_k\frac{2D_k m_k}{D_k^2+w^2}.$$

This is a real function of the real variable $w$.

```lean
/-- The polarizability at imaginary frequency `i w`; its domain is
`D k ^ 2 + w ^ 2 ≠ 0` for all `k`. -/
def beta (D m : ι → ℝ) (w : ℝ) : ℝ := ∑ k, 2 * D k * m k / (D k ^ 2 + w ^ 2)
```

Both are values of one function of the squared frequency $s$,

$$F(s)=\sum_k\frac{2D_k m_k}{D_k^2-s},\qquad \alpha(w)=F(w^2),\qquad \beta(w)=F(-w^2).$$

```lean
/-- The polarizability as a function of the squared frequency `s`; its domain is
`s ≠ D k ^ 2` for all `k`. -/
def response (D m : ι → ℝ) (s : ℝ) : ℝ := ∑ k, 2 * D k * m k / (D k ^ 2 - s)
```

The constant that governs the tail is $S=\sum_k 2D_k m_k$, the sum of the oscillator strengths for the chosen field direction.

```lean
/-- The sum of the gap-weighted transition strengths, `∑ 2 D k m k`. -/
def oscillatorSum (D m : ι → ℝ) : ℝ := ∑ k, 2 * D k * m k
```

The real-frequency statement concerns the window $0\le w<D_k$ for all $k$. Writing only $w<D_k$ would make the statement false, because $\alpha$ is even and negative frequencies would be let in. With one state and $D=m=1$, $\alpha(-\tfrac12)=\tfrac83$ exceeds $\alpha(0)=2$.

```lean
/-- The nonnegative frequencies that lie below every gap. -/
def belowResonance (D : ι → ℝ) : Set ℝ := {w | 0 ≤ w ∧ ∀ k, w < D k}
```

The constant $S$ will later be expressed through the commutator $[A,B]=AB-BA$ of complex matrices.

```lean
/-- The commutator of two matrices. -/
def bracket (A B : Matrix ι ι ℂ) : Matrix ι ι ℂ := A * B - B * A
```

## The response rises below its lowest pole

Let $D_k>0$, $m_k\ge 0$ and $s\le t<D_k^2$ for every $k$. Then $0<D_k^2-t\le D_k^2-s$, and since the numerator $2D_k m_k$ is nonnegative,

$$\frac{2D_k m_k}{D_k^2-s}\le\frac{2D_k m_k}{D_k^2-t}.$$

Summing over $k$ gives $F(s)\le F(t)$. In the proof, `Finset.sum_le_sum` reduces the claim to single terms, and `div_le_div_of_nonneg_left` compares two fractions with the same numerator.

```lean
/-- For positive gaps and nonnegative weights, the response does not decrease with the squared
frequency below the lowest pole. -/
theorem response_mono {D m : ι → ℝ} (hD : ∀ k, 0 < D k) (hm : ∀ k, 0 ≤ m k)
    {s t : ℝ} (hst : s ≤ t) (ht : ∀ k, t < D k ^ 2) :
    response D m s ≤ response D m t := by
  refine Finset.sum_le_sum fun k _ => ?_
  have h1 := hD k
  have h2 := hm k
  -- the numerator is fixed and the denominator shrinks
  exact div_le_div_of_nonneg_left (by positivity) (sub_pos.2 (ht k)) (by linarith)
```

If $s<t$ and some weight $m_j$ is positive, the term $k=j$ has a positive numerator and a strictly smaller denominator at $t$. That term increases strictly while no other term decreases, so $F(s)<F(t)$. The lemma `Finset.sum_lt_sum` asks for exactly these two facts.

```lean
/-- For positive gaps and nonnegative weights, at least one of them positive, the response
strictly increases with the squared frequency below the lowest pole. -/
theorem response_lt {D m : ι → ℝ} (hD : ∀ k, 0 < D k) (hm : ∀ k, 0 ≤ m k)
    (hpos : ∃ k, 0 < m k) {s t : ℝ} (hst : s < t) (ht : ∀ k, t < D k ^ 2) :
    response D m s < response D m t := by
  obtain ⟨j, hj⟩ := hpos
  refine Finset.sum_lt_sum (fun k _ => ?_) ⟨j, Finset.mem_univ j, ?_⟩
  · have h1 := hD k
    have h2 := hm k
    exact div_le_div_of_nonneg_left (by positivity) (sub_pos.2 (ht k)) (by linarith)
  · have h1 := hD j
    exact div_lt_div_of_pos_left (by positivity) (sub_pos.2 (ht j)) (by linarith)
```

## What is left of the oscillator sum at finite frequency

For $w\ne0$ every denominator $D_k^2+w^2$ is positive, whatever the real gaps are. Term by term,

$$2D_k m_k-\frac{2D_k m_k\,w^2}{D_k^2+w^2}=\frac{2D_k m_k\,(D_k^2+w^2-w^2)}{D_k^2+w^2}=\frac{2D_k^3m_k}{D_k^2+w^2}.$$

The sum over $k$ is $S-w^2\beta(w)$. With positive gaps and nonnegative weights the right-hand side is nonnegative, and one reads off that $S/w^2$ is an upper estimate of $\beta(w)$. The proof clears the denominator with `eq_div_iff` and finishes by algebra.

```lean
/-- At nonzero `w`, the difference between the oscillator sum and `w ^ 2 * beta` is itself
an explicit sum over states. -/
theorem oscillatorSum_sub (D m : ι → ℝ) {w : ℝ} (hw : w ≠ 0) :
    oscillatorSum D m - w ^ 2 * beta D m w
      = ∑ k, 2 * D k ^ 3 * m k / (D k ^ 2 + w ^ 2) := by
  rw [oscillatorSum, beta, Finset.mul_sum, ← Finset.sum_sub_distrib]
  refine Finset.sum_congr rfl fun k _ => ?_
  have h : D k ^ 2 + w ^ 2 ≠ 0 := by positivity
  have e : 2 * D k * m k / (D k ^ 2 + w ^ 2) * (D k ^ 2 + w ^ 2) = 2 * D k * m k :=
    div_mul_cancel₀ _ h
  rw [eq_div_iff h]
  linear_combination (-(w ^ 2)) * e
```

As $w\to\infty$, each remainder term has a fixed numerator and a denominator that grows without bound, so it tends to zero. There are finitely many terms, hence their sum tends to zero and

$$w^2\beta(w)=S-\sum_k\frac{2D_k^3m_k}{D_k^2+w^2}\longrightarrow S.$$

No sign condition enters. The code proves the decay of each term in `hk`, adds the terms, and carries the limit over to $w^2\beta(w)$ through the identity above, which is available once $w>0$.

```lean
/-- At high imaginary frequency, `w ^ 2 * beta` tends to the oscillator sum, for any real gaps
and weights. -/
theorem tendsto_sq_mul_beta (D m : ι → ℝ) :
    Tendsto (fun w => w ^ 2 * beta D m w) atTop (𝓝 (oscillatorSum D m)) := by
  -- each term of the remainder decays
  have hk : ∀ k, Tendsto (fun w : ℝ => 2 * D k ^ 3 * m k / (D k ^ 2 + w ^ 2))
      atTop (𝓝 0) := fun k =>
    tendsto_const_nhds.div_atTop
      (tendsto_atTop_add_const_left atTop (D k ^ 2) (tendsto_pow_atTop two_ne_zero))
  have h0 := tendsto_finsetSum Finset.univ (fun k _ => hk k)
  have h1 := (tendsto_const_nhds (x := oscillatorSum D m)).sub h0
  simp only [Finset.sum_const_zero, sub_zero] at h1
  refine h1.congr' ?_
  filter_upwards [eventually_gt_atTop (0 : ℝ)] with w hw
  linear_combination oscillatorSum_sub D m hw.ne'
```

## Both frequency axes together

Take positive gaps and nonnegative weights. If $0\le u\le v<D_k$ for all $k$, then $u^2\le v^2<D_k^2$, and

$$\alpha(u)=F(u^2)\le F(v^2)=\alpha(v).$$

On the imaginary axis the order is reversed. For $0\le u\le v$ we have $-v^2\le-u^2\le0<D_k^2$, so

$$\beta(v)=F(-v^2)\le F(-u^2)=\beta(u).$$

The theorem states the first result as `MonotoneOn` on the window `belowResonance D`, the second as `AntitoneOn` on `Set.Ici 0`, the half-line $w\ge0$, and the limit as `Tendsto` along `atTop`. Its two monotonicity proofs apply `response_mono` at $s=w^2$ and $s=-w^2$.

```lean
/-- For positive gaps and nonnegative weights, the polarizability is monotone in real frequency
below all resonances and antitone in imaginary frequency `w ≥ 0`; as `w → ∞`, `w ^ 2 * beta` tends
to the oscillator sum. -/
theorem polarizability_dispersion {D m : ι → ℝ} (hD : ∀ k, 0 < D k) (hm : ∀ k, 0 ≤ m k) :
    MonotoneOn (alpha D m) (belowResonance D) ∧ AntitoneOn (beta D m) (Set.Ici 0) ∧
      Tendsto (fun w => w ^ 2 * beta D m w) atTop (𝓝 (oscillatorSum D m)) := by
  refine ⟨fun u hu v hv huv => ?_, fun u hu v _ huv => ?_, tendsto_sq_mul_beta D m⟩
  · exact response_mono hD hm (pow_le_pow_left₀ hu.1 huv 2)
      fun k => pow_lt_pow_left₀ (hv.2 k) hv.1 two_ne_zero
  · -- imaginary frequency means negative squared frequency
    have h := response_mono hD hm (neg_le_neg (pow_le_pow_left₀ hu huv 2))
      fun k => by linarith [pow_pos (hD k) 2, sq_nonneg u]
    simpa only [response, beta, sub_neg_eq_add] using h
```

The positive gaps express that the reference state lies below all the states in the sum. For an excited reference state some gaps can be negative, and $\beta$ may then rise: a single state with $D=-1$ and $m=1$ gives $\beta(w)=-2/(1+w^2)$, which rises from $-2$ at $w=0$ to $-1$ at $w=1$.

When at least one weight is positive, the same substitutions in the strict inequality for $F$ give $\alpha(u)<\alpha(v)$ and $\beta(v)<\beta(u)$ for $u<v$. If all weights vanish, both functions are identically zero.

```lean
/-- For positive gaps and nonnegative weights, at least one of them positive, both
monotonicities of the polarizability are strict. -/
theorem polarizability_strict {D m : ι → ℝ} (hD : ∀ k, 0 < D k) (hm : ∀ k, 0 ≤ m k)
    (hpos : ∃ k, 0 < m k) :
    StrictMonoOn (alpha D m) (belowResonance D) ∧ StrictAntiOn (beta D m) (Set.Ici 0) := by
  refine ⟨fun u hu v hv huv => ?_, fun u hu v _ huv => ?_⟩
  · exact response_lt hD hm hpos (pow_lt_pow_left₀ huv hu.1 two_ne_zero)
      fun k => pow_lt_pow_left₀ (hv.2 k) hv.1 two_ne_zero
  · have h := response_lt hD hm hpos (neg_lt_neg (pow_lt_pow_left₀ huv hu two_ne_zero))
      fun k => by linarith [pow_pos (hD k) 2, sq_nonneg u]
    simpa only [response, beta, sub_neg_eq_add] using h
```

The rise of $\alpha$ does not continue across the poles. Let the weights be nonnegative and at least one of them positive. If $w>D_k>0$ for every $k$, all the denominators $D_k^2-w^2$ are negative. Every term is then at most zero, and a term with positive weight is strictly negative, so $\alpha(w)<0$. At $w=0$, by contrast, $\alpha(0)=\sum_k 2m_k/D_k$ is positive.

```lean
/-- For positive gaps and nonnegative weights, at least one of them positive, the polarizability
is negative at every real frequency above all the gaps. -/
theorem alpha_neg_above {D m : ι → ℝ} (hD : ∀ k, 0 < D k) (hm : ∀ k, 0 ≤ m k)
    (hpos : ∃ k, 0 < m k) {w : ℝ} (hw : ∀ k, D k < w) : alpha D m w < 0 := by
  obtain ⟨j, hj⟩ := hpos
  have hden : ∀ k, D k ^ 2 - w ^ 2 < 0 := fun k =>
    sub_neg.2 (pow_lt_pow_left₀ (hw k) (hD k).le two_ne_zero)
  have h : alpha D m w < ∑ _k : ι, (0 : ℝ) := by
    refine Finset.sum_lt_sum (fun k _ => ?_) ⟨j, Finset.mem_univ j, ?_⟩
    · have h1 := hD k
      have h2 := hm k
      exact div_nonpos_of_nonneg_of_nonpos (by positivity) (hden k).le
    · have h1 := hD j
      exact div_neg_of_pos_of_neg (by positivity) (hden j)
  simpa only [Finset.sum_const_zero] using h
```

## The tail constant as a double commutator

Let $H$ be diagonal in its eigenbasis with real energies $E_k$, and let $\mu$ be a Hermitian matrix, one Cartesian component of the dipole. The inner commutator has elements $[H,\mu]_{ij}=(E_i-E_j)\mu_{ij}$. For the eigenstate $g$, therefore,

$$[\mu,[H,\mu]]_{gg}=\sum_k\Big(\mu_{gk}(E_k-E_g)\mu_{kg}-(E_g-E_k)\mu_{gk}\mu_{kg}\Big)=\sum_k2(E_k-E_g)|\mu_{kg}|^2.$$

The last step uses $\mu_{gk}=\overline{\mu_{kg}}$. This is $S$ with $D_k=E_k-E_g$ and $m_k=|\mu_{kg}|^2$. In the code, `Matrix.diagonal` builds $H$, `hc` is the formula for the inner commutator, and `hk` is $\mu_{gk}\mu_{kg}=|\mu_{kg}|^2$.

```lean
/-- In the energy eigenbasis, the expectation value of `[μ, [H, μ]]` in the eigenstate `g` is
the oscillator sum with gaps `E k - E g` and weights `|μ k g|²`, for a Hermitian dipole `μ`. -/
theorem double_commutator [DecidableEq ι] (E : ι → ℝ) {μ : Matrix ι ι ℂ}
    (hμ : μ.IsHermitian) (g : ι) :
    bracket μ (bracket (Matrix.diagonal fun k => (E k : ℂ)) μ) g g
      = (oscillatorSum (fun k => E k - E g) (fun k => ‖μ k g‖ ^ 2) : ℝ) := by
  -- the inner commutator multiplies each matrix element by its energy difference
  have hc : ∀ i j, bracket (Matrix.diagonal fun k => (E k : ℂ)) μ i j
      = ((E i : ℂ) - E j) * μ i j := by
    intro i j
    rw [bracket, Matrix.sub_apply, Matrix.diagonal_mul, Matrix.mul_diagonal]
    ring
  have hk : ∀ k, μ g k * μ k g = (‖μ k g‖ : ℂ) ^ 2 := by
    intro k
    have h : star (μ k g) * μ k g = (‖μ k g‖ : ℂ) ^ 2 := Complex.conj_mul' (μ k g)
    rwa [hμ.apply g k] at h
  change (μ * bracket (Matrix.diagonal fun k => (E k : ℂ)) μ
    - bracket (Matrix.diagonal fun k => (E k : ℂ)) μ * μ) g g = _
  rw [Matrix.sub_apply, Matrix.mul_apply, Matrix.mul_apply, ← Finset.sum_sub_distrib,
    oscillatorSum, Complex.ofReal_sum]
  refine Finset.sum_congr rfl fun k _ => ?_
  simp only [hc]
  push_cast
  linear_combination 2 * ((E k : ℂ) - E g) * hk k
```

Inserting this value of $S$ into the limit gives

$$w^2\beta(w)\longrightarrow[\mu,[H,\mu]]_{gg}.$$

The sum now includes $k=g$, whose gap is zero; for $w>0$ that term has numerator zero and contributes nothing. The limit holds for any eigenstate $g$, excited ones included. The monotonicity theorems, in contrast, require every gap to be positive, so for a nondegenerate ground state they apply to the sum over the excited states alone. The code takes the real part `.re` of the matrix element, which loses nothing because the preceding theorem shows that the element is real.

```lean
/-- For a Hermitian dipole `μ` and an energy eigenstate `g`, as `w → ∞`, `w ^ 2` times the
polarizability at imaginary frequency tends to the expectation value of `[μ, [H, μ]]` in `g`. -/
theorem tendsto_double_commutator [DecidableEq ι] (E : ι → ℝ) {μ : Matrix ι ι ℂ}
    (hμ : μ.IsHermitian) (g : ι) :
    Tendsto (fun w => w ^ 2 * beta (fun k => E k - E g) (fun k => ‖μ k g‖ ^ 2) w) atTop
      (𝓝 (bracket μ (bracket (Matrix.diagonal fun k => (E k : ℂ)) μ) g g).re) := by
  rw [double_commutator E hμ g, Complex.ofReal_re]
  exact tendsto_sq_mul_beta _ _

end

end DynamicPolarizability
```

```lean
#print axioms DynamicPolarizability.polarizability_dispersion
#print axioms DynamicPolarizability.polarizability_strict
#print axioms DynamicPolarizability.alpha_neg_above
#print axioms DynamicPolarizability.tendsto_double_commutator
```

```
'DynamicPolarizability.polarizability_dispersion' depends on axioms: [propext, Classical.choice, Quot.sound]
'DynamicPolarizability.polarizability_strict' depends on axioms: [propext, Classical.choice, Quot.sound]
'DynamicPolarizability.alpha_neg_above' depends on axioms: [propext, Classical.choice, Quot.sound]
'DynamicPolarizability.tendsto_double_commutator' depends on axioms: [propext, Classical.choice, Quot.sound]
```

The Thomas–Reiche–Kuhn rule goes further and evaluates the double commutator: for $N$ electrons in a local potential it equals $N$ in atomic units. That evaluation rests on $[x,p]=i$, which finite matrices cannot satisfy, since the trace of a commutator of finite matrices is zero. In a finite basis $S$ is whatever the energies and dipole elements give, and the tail of the tabulated polarizability follows that value, even where it differs from $N$.
